# For a finite unitary symmetry group, displacements determine every invariant Hermitian matrix exactly when their orbits span

"Determined by the responses" is taken here to mean uniqueness: two admissible matrices that give the same response to every chosen displacement are equal. A matrix $D$ on $\mathbb C^n$ is admissible if it is Hermitian and commutes with all symmetry operations. Physically, $D$ is a force-constant matrix without mass scaling, and $-Dv$ is the first-order force caused by the displacement pattern $v$. Admissibility leaves out further conditions on force constants, such as the acoustic sum rule at Gamma; with them, fewer displacements can suffice.

## Spanning orbits and a matrix the chosen displacements miss

Let $g\mapsto U_g$ be a unitary representation of a finite group $G$ on $\mathbb C^n$, and let $v_i$ be displacement patterns. The claim is that the $Dv_i$ determine every admissible $D$ if and only if the vectors $U_gv_i$ span $\mathbb C^n$.

Suppose they span, and let $D$, $D'$ be admissible with $Dv_i=D'v_i$ for all $i$. Then
$$DU_gv_i=U_gDv_i=U_gD'v_i=D'U_gv_i ,$$
and by linearity $D=D'$.

Suppose they do not span. Then some $c\neq0$ satisfies $\sum_j c_j(U_gv_i)_j=0$ for all $g$ and $i$. Put $M_{ij}=\overline{c_i}\,c_j$ and
$$A=\sum_g U_gMU_{g^{-1}} .$$

- $A$ is Hermitian, because $M$ is and $U_g^\dagger=U_{g^{-1}}$.
- $A$ commutes with each $U_k$: substituting $h=kg$ gives $U_kA=\sum_h U_hMU_{h^{-1}}U_k=AU_k$.
- $Av_i=0$, because $Mx=\overline c\,\sum_j c_jx_j$ vanishes at $x=U_{g^{-1}}v_i$.
- $\operatorname{tr}A=|G|\sum_j|c_j|^2>0$, so $A\neq0$.

Thus $A$ and $0$ are different admissible matrices with equal responses.

The second half fails if the $U_g$ are merely invertible. Let the two-element group act on $\mathbb C^2$ through $S=\begin{pmatrix}1&1\\0&-1\end{pmatrix}$, with $S^2=1$. The Hermitian matrices commuting with $S$ are the real multiples of the identity, so the response to $(1,0)$ determines them, although $S$ fixes $(1,0)$ and its orbit spans only a line.

## Uniqueness and orbits in Lean

```lean
import Mathlib

open Matrix
open scoped ComplexOrder

namespace SymmetryReducedDisplacements

noncomputable section

variable {G n ι : Type*} [Group G] [Fintype n] [DecidableEq n]
```

The homomorphism `U` supplies the symmetry matrices, and the index type `ι` labels the displacements.

```lean
/-- A Hermitian matrix that commutes with every symmetry operation `U g`. -/
def IsInvariantHermitian (U : G →* Matrix n n ℂ) (D : Matrix n n ℂ) : Prop :=
  D.IsHermitian ∧ ∀ g, U g * D = D * U g

/-- The responses `D v_i` determine `D` among the invariant Hermitian matrices. -/
def Determines (U : G →* Matrix n n ℂ) (v : ι → n → ℂ) : Prop :=
  ∀ D D', IsInvariantHermitian U D → IsInvariantHermitian U D' →
    (∀ i, D *ᵥ v i = D' *ᵥ v i) → D = D'

/-- The span of all symmetry images `U g v_i` of the displacements. -/
def orbitSpan (U : G →* Matrix n n ℂ) (v : ι → n → ℂ) : Submodule ℂ (n → ℂ) :=
  Submodule.span ℂ (Set.range fun p : G × ι => U p.1 *ᵥ v p.2)

/-- Every symmetry image of a displacement lies in the span of the orbits. -/
theorem mem_orbitSpan (U : G →* Matrix n n ℂ) (v : ι → n → ℂ) (g : G) (i : ι) :
    U g *ᵥ v i ∈ orbitSpan U v := by
  unfold orbitSpan
  exact Submodule.subset_span ⟨(g, i), rfl⟩
```

The first implication needs neither unitarity nor a finite group. Induction over the span handles the orbit vectors by the chain of equalities above, then sums and multiples.

```lean
/-- If the orbits of the displacements span the whole space, the responses to them determine
every invariant Hermitian matrix. -/
theorem determines_of_span (U : G →* Matrix n n ℂ) (v : ι → n → ℂ)
    (h : orbitSpan U v = ⊤) : Determines U v := by
  intro D D' hD hD' hv
  have key : ∀ x ∈ orbitSpan U v, D *ᵥ x = D' *ᵥ x := by
    intro x hx
    unfold orbitSpan at hx
    induction hx using Submodule.span_induction with
    | mem x hx =>
      -- symmetry carries the response to `v i` over to its image
      obtain ⟨⟨g, i⟩, rfl⟩ := hx
      change D *ᵥ (U g *ᵥ v i) = D' *ᵥ (U g *ᵥ v i)
      rw [mulVec_mulVec, ← hD.2 g, ← mulVec_mulVec, hv, mulVec_mulVec, hD'.2 g,
        ← mulVec_mulVec]
    | zero => simp
    | add x y _ _ hx hy => rw [mulVec_add, mulVec_add, hx, hy]
    | smul c x _ hx => rw [mulVec_smul, mulVec_smul, hx]
  refine Matrix.toLin'.injective (LinearMap.ext fun x => ?_)
  simpa only [Matrix.toLin'_apply] using key x (h ▸ Submodule.mem_top)
```

For the converse, `Submodule.exists_le_ker_of_lt_top` supplies a nonzero functional `f` vanishing on the orbits, and `c` holds its coefficients. `hD` applies the uniqueness hypothesis to $A$ and $0$, with `Equiv.mulLeft k` as the substitution $h=kg$; `ht` computes the trace of each term.

```lean
/-- For a unitary representation of a finite group, the responses to the displacements `v_i`
determine every invariant Hermitian matrix if and only if the orbits of the `v_i` span
the whole space. -/
theorem determines_iff [Fintype G] (U : G →* Matrix n n ℂ)
    (hU : ∀ g, U g ∈ Matrix.unitaryGroup n ℂ) (v : ι → n → ℂ) :
    Determines U v ↔ orbitSpan U v = ⊤ := by
  refine ⟨fun h => ?_, determines_of_span U v⟩
  by_contra hne
  -- a nonzero row vector `c` that annihilates all orbits
  obtain ⟨f, hf, hker⟩ :=
    Submodule.exists_le_ker_of_lt_top _ (lt_top_iff_ne_top.mpr hne)
  obtain ⟨c, hfc⟩ : ∃ c : n → ℂ, ∀ x, f x = c ⬝ᵥ x :=
    ⟨fun i => f (fun j => if i = j then 1 else 0), fun x => by
      rw [LinearMap.pi_apply_eq_sum_univ f x]
      exact Finset.sum_congr rfl fun i _ => mul_comm _ _⟩
  have hinv : ∀ g, (U g)ᴴ = U g⁻¹ := fun g =>
    left_inv_eq_right_inv (Matrix.mem_unitaryGroup_iff'.mp (hU g))
      (by rw [← map_mul, mul_inv_cancel, map_one])
  obtain ⟨M, hM⟩ : ∃ M : Matrix n n ℂ, ∀ i j, M i j = star (c i) * c j :=
    ⟨fun i j => star (c i) * c j, fun _ _ => rfl⟩
  have hMh : Mᴴ = M := by
    ext i j
    simp [Matrix.conjTranspose_apply, hM, mul_comm]
  have hMx : ∀ x, c ⬝ᵥ x = 0 → M *ᵥ x = 0 := by
    intro x hx
    ext j
    calc (M *ᵥ x) j = star (c j) * (c ⬝ᵥ x) := by
          simp only [Matrix.mulVec, dotProduct, hM, Finset.mul_sum, mul_assoc]
      _ = 0 := by rw [hx, mul_zero]
  -- the sum of `U g * M * U g⁻¹` over `G` is invariant and gives no response to any `v i`
  have hD : ∑ g, U g * M * U g⁻¹ = 0 := by
    refine h _ 0 ⟨?_, fun k => ?_⟩ ⟨Matrix.isHermitian_zero, by simp⟩ fun i => ?_
    · rw [Matrix.IsHermitian, Matrix.conjTranspose_sum]
      refine Finset.sum_congr rfl fun g _ => ?_
      rw [Matrix.conjTranspose_mul, Matrix.conjTranspose_mul, hinv, hinv, hMh,
        inv_inv, Matrix.mul_assoc]
    · rw [Finset.mul_sum, Finset.sum_mul]
      refine Fintype.sum_equiv (Equiv.mulLeft k) _ _ fun g => ?_
      have e : U (k * g)⁻¹ * U k = U g⁻¹ := by rw [← map_mul]; congr 1; group
      rw [Equiv.coe_mulLeft, Matrix.mul_assoc (U (k * g) * M), e, map_mul]
      noncomm_ring
    · rw [Matrix.sum_mulVec, Matrix.zero_mulVec]
      refine Finset.sum_eq_zero fun g _ => ?_
      have h0 : c ⬝ᵥ (U g⁻¹ *ᵥ v i) = 0 := by
        rw [← hfc]
        exact hker (mem_orbitSpan U v g⁻¹ i)
      rw [← mulVec_mulVec, ← mulVec_mulVec, hMx _ h0, mulVec_zero]
  -- but its trace is `|G|` times the squared norm of `c`
  have ht : ∀ g, (U g * M * U g⁻¹).trace = star c ⬝ᵥ c := fun g => by
    rw [Matrix.trace_mul_comm, ← Matrix.mul_assoc, ← map_mul, inv_mul_cancel, map_one,
      Matrix.one_mul]
    simp [Matrix.trace, dotProduct, hM]
  have h2 := congrArg Matrix.trace hD
  rw [Matrix.trace_sum, Finset.sum_congr rfl fun g _ => ht g] at h2
  have hc : c = 0 := by simpa using h2
  exact hf (LinearMap.ext fun x => by rw [hfc, hc]; simp)
```

## Zincblende at Gamma

Let $a_0,\dots,a_3$ be the columns of `vertices`. The matrix for a permutation $\sigma$ is $R_\sigma=\frac14\sum_k a_{\sigma k}a_k^T$. Since $a_k^Ta_l=4\delta_{kl}-1$ and $\sum_k a_k=0$, it follows that $R_\sigma a_l=a_{\sigma l}$.

```lean
/-- The columns are the four vertices of a regular tetrahedron centred at the origin. -/
def vertices : Matrix (Fin 3) (Fin 4) ℂ := !![1, 1, -1, -1; 1, -1, 1, -1; 1, -1, -1, 1]

/-- The 3×3 matrix of the element of Td labelled by a permutation of the vertices. -/
def tdMatrix (σ : Equiv.Perm (Fin 4)) : Matrix (Fin 3) (Fin 3) ℂ :=
  (1 / 4 : ℂ) • (vertices.submatrix id σ * verticesᵀ)

/-- The matrix labelled by `σ` moves vertex `k` of the tetrahedron to vertex `σ k`. -/
theorem tdMatrix_mul_vertices (σ : Equiv.Perm (Fin 4)) :
    tdMatrix σ * vertices = vertices.submatrix id σ := by
  have hgram : verticesᵀ * vertices =
      (4 : ℂ) • (1 : Matrix (Fin 4) (Fin 4) ℂ) - Matrix.of (fun _ _ => 1) := by
    ext i j
    fin_cases i <;> fin_cases j <;>
      simp [vertices, Matrix.mul_apply, Fin.sum_univ_three] <;> norm_num
  have hsum : vertices.submatrix id σ *
      (Matrix.of (fun _ _ => 1) : Matrix (Fin 4) (Fin 4) ℂ) = 0 := by
    ext i k
    have h : ∑ l, vertices i (σ l) = 0 := by
      rw [Equiv.sum_comp σ (fun l => vertices i l)]
      fin_cases i <;> simp [vertices, Fin.sum_univ_four]
    simpa [Matrix.mul_apply] using h
  rw [tdMatrix, Matrix.smul_mul, Matrix.mul_assoc, hgram, Matrix.mul_sub, hsum, sub_zero,
    Matrix.mul_smul, Matrix.mul_one, smul_smul]
  norm_num
```

Both atoms transform by the same $R_\sigma$. The model omits the direction-dependent macroscopic-field term of a polar crystal.

```lean
/-- Td acting on the displacements of the two atoms of the zincblende cell at Gamma: each
atom stays on its sublattice and its displacement transforms as a vector. -/
def zincblende : Equiv.Perm (Fin 4) →* Matrix (Fin 3 ⊕ Fin 3) (Fin 3 ⊕ Fin 3) ℂ where
  toFun σ := fromBlocks (tdMatrix σ) 0 0 (tdMatrix σ)
  map_one' := by
    have h : tdMatrix 1 = 1 := by
      ext i j
      have e : tdMatrix 1 i j = 1 / 4 * ∑ k, vertices i k * vertices j k := by
        simp [tdMatrix, Matrix.mul_apply]
      rw [e]
      fin_cases i <;> fin_cases j <;> simp [vertices, Fin.sum_univ_four] <;> norm_num
    simp [h]
  map_mul' σ τ := by
    have e : vertices.submatrix id ⇑(σ * τ) = tdMatrix σ * vertices.submatrix id τ := by
      ext i k
      exact (congrFun (congrFun (tdMatrix_mul_vertices σ) i) (τ k)).symm
    have h : tdMatrix (σ * τ) = tdMatrix σ * tdMatrix τ := by
      rw [tdMatrix, e, Matrix.mul_assoc, ← Matrix.mul_smul]
      rfl
    simp [h, fromBlocks_multiply]

/-- The displacement pattern with `u` on the first atom and `w` on the second. -/
def displace (u w : Fin 3 → ℂ) : Fin 3 ⊕ Fin 3 → ℂ := Sum.elim u w

/-- The two patterns in which one atom moves along x and the other is at rest. -/
def xEach : Fin 2 → Fin 3 ⊕ Fin 3 → ℂ := ![displace ![1, 0, 0] 0, displace 0 ![1, 0, 0]]

/-- A symmetry operation acts on the displacements of both atoms by the same matrix. -/
theorem zincblende_displace (σ : Equiv.Perm (Fin 4)) (u w : Fin 3 → ℂ) :
    zincblende σ *ᵥ displace u w = displace (tdMatrix σ *ᵥ u) (tdMatrix σ *ᵥ w) := by
  change fromBlocks (tdMatrix σ) 0 0 (tdMatrix σ) *ᵥ displace u w = _
  simp [displace, fromBlocks_mulVec]
```

Exchanging vertices 1 and 2 turns $e_x$ into $e_y$; exchanging 1 and 3 turns it into $e_z$. The orbits of $(e_x,0)$ and $(0,e_x)$ therefore contain a basis of $\mathbb C^3\oplus\mathbb C^3$, which the proof writes out in `hx`.

```lean
/-- For zincblende at Gamma, the responses to an x displacement of each atom determine
every invariant Hermitian matrix. -/
theorem x_of_each_atom_suffices : Determines zincblende xEach := by
  refine determines_of_span _ _ (eq_top_iff.mpr fun x _ => ?_)
  -- mirror planes keep x, turn x into y, and turn x into z
  obtain ⟨rx, ry, rz⟩ : tdMatrix (Equiv.swap 2 3) *ᵥ ![1, 0, 0] = ![1, 0, 0] ∧
      tdMatrix (Equiv.swap 1 2) *ᵥ ![1, 0, 0] = ![0, 1, 0] ∧
      tdMatrix (Equiv.swap 1 3) *ᵥ ![1, 0, 0] = ![0, 0, 1] := by
    refine ⟨?_, ?_, ?_⟩ <;> ext i <;> fin_cases i <;>
      simp [tdMatrix, vertices, Matrix.mulVec, dotProduct, Matrix.mul_apply,
        Fin.sum_univ_three, Fin.sum_univ_four, Equiv.swap_apply_def] <;> norm_num
  have h1 : ∀ σ, displace (tdMatrix σ *ᵥ ![1, 0, 0]) 0 ∈ orbitSpan zincblende xEach := by
    intro σ
    have e := zincblende_displace σ ![1, 0, 0] 0
    rw [mulVec_zero] at e
    rw [← e]
    exact mem_orbitSpan zincblende xEach σ 0
  have h2 : ∀ σ, displace 0 (tdMatrix σ *ᵥ ![1, 0, 0]) ∈ orbitSpan zincblende xEach := by
    intro σ
    have e := zincblende_displace σ 0 ![1, 0, 0]
    rw [mulVec_zero] at e
    rw [← e]
    exact mem_orbitSpan zincblende xEach σ 1
  have hx : x = x (.inl 0) • displace ![1, 0, 0] 0 + x (.inl 1) • displace ![0, 1, 0] 0
      + x (.inl 2) • displace ![0, 0, 1] 0 + x (.inr 0) • displace 0 ![1, 0, 0]
      + x (.inr 1) • displace 0 ![0, 1, 0] + x (.inr 2) • displace 0 ![0, 0, 1] := by
    ext k
    rcases k with k | k <;> fin_cases k <;> simp [displace]
  rw [hx, ← ry, ← rz]
  have x1 := h1 (Equiv.swap 2 3)
  have x2 := h2 (Equiv.swap 2 3)
  rw [rx] at x1 x2
  exact add_mem (add_mem (add_mem (add_mem (add_mem (Submodule.smul_mem _ _ x1)
    (Submodule.smul_mem _ _ (h1 _))) (Submodule.smul_mem _ _ (h1 _)))
    (Submodule.smul_mem _ _ x2)) (Submodule.smul_mem _ _ (h2 _)))
    (Submodule.smul_mem _ _ (h2 _))
```

In a linear-response calculation for this two-atom cell at Gamma, it is therefore enough to solve for an x displacement of each atom. If the first gives $D(e_x,0)=(p,q)$, then $D(e_y,0)=(R_\sigma p,R_\sigma q)$, where $\sigma$ exchanges vertices 1 and 2. Two solutions thus yield all six columns.

If only symmetry and Hermiticity are used, moving only the first atom is not enough: the projector onto the second atom's displacements is admissible and gives no response. This projector violates the acoustic sum rule, which is added below. The theorem concerns patterns with the second atom at rest, not patterns that move both.

```lean
/-- Displacements of the first atom alone, however many, do not determine every invariant
Hermitian matrix of zincblende at Gamma. -/
theorem one_atom_insufficient (u : ι → Fin 3 → ℂ) :
    ¬ Determines zincblende (fun i => displace (u i) 0) := by
  intro h
  -- the projector on the second atom is invariant and is not seen
  have h0 := h (fromBlocks 0 0 0 1) 0
    ⟨by simp [Matrix.IsHermitian, fromBlocks_conjTranspose], fun σ => by
      simp [zincblende, fromBlocks_multiply]⟩
    ⟨Matrix.isHermitian_zero, by simp⟩
    (fun i => by ext k; rcases k with k | k <;> simp [displace, fromBlocks_mulVec])
  simpa using congrFun (congrFun h0 (.inr 0)) (.inr 0)
```

The acoustic sum rule, $D(t,t)=0$ for every $t$, states that a rigid translation of the crystal produces no forces. It is assumed for both matrices being compared. Since $(0,e_x)=(e_x,e_x)-(e_x,0)$, it gives $D(0,e_x)=-D(e_x,0)$, so the x displacement of the first atom now suffices.

```lean
/-- Among invariant Hermitian matrices of zincblende at Gamma that give no response to uniform
translations (acoustic sum rule), the x displacement of the first atom determines the matrix. -/
theorem one_displacement_with_sum_rule {D D' : Matrix (Fin 3 ⊕ Fin 3) (Fin 3 ⊕ Fin 3) ℂ}
    (hD : IsInvariantHermitian zincblende D) (hD' : IsInvariantHermitian zincblende D')
    (s : ∀ t, D *ᵥ displace t t = 0) (s' : ∀ t, D' *ᵥ displace t t = 0)
    (h : D *ᵥ displace ![1, 0, 0] 0 = D' *ᵥ displace ![1, 0, 0] 0) : D = D' := by
  have e : displace 0 ![1, 0, 0] =
      displace ![1, 0, 0] ![1, 0, 0] - displace ![1, 0, 0] 0 := by
    ext k
    rcases k with k | k <;> simp [displace]
  refine x_of_each_atom_suffices D D' hD hD' fun i => ?_
  fin_cases i
  · exact h
  · change D *ᵥ displace 0 ![1, 0, 0] = D' *ᵥ displace 0 ![1, 0, 0]
    rw [e, mulVec_sub, mulVec_sub, s, s', h]

end

end SymmetryReducedDisplacements
```

```lean
#print axioms SymmetryReducedDisplacements.determines_iff
#print axioms SymmetryReducedDisplacements.one_atom_insufficient
#print axioms SymmetryReducedDisplacements.one_displacement_with_sum_rule
```

```
'SymmetryReducedDisplacements.determines_iff' depends on axioms: [propext, Classical.choice, Quot.sound]
'SymmetryReducedDisplacements.one_atom_insufficient' depends on axioms: [propext, Classical.choice, Quot.sound]
'SymmetryReducedDisplacements.one_displacement_with_sum_rule' depends on axioms: [propext, Classical.choice, Quot.sound]
```
